# For a unitary 2×2 matrix U, the induced spatial matrix R is real and has trace |tr U|² − 1

If the rotation angle θ of a spin-½ operation is read from its 2×2 unitary matrix U by the rule for spatial rotation matrices, trace = 1 + 2 cos θ, the answer is generally wrong, and it can change when U is multiplied by a phase, which has no effect on spatial directions. Both faults disappear when tr U is replaced by |tr U|² − 1, which is the trace of the 3×3 matrix R that U induces on space.

```lean
import Mathlib

open Matrix

namespace SpinorTraceRotationAngle

noncomputable section

/-- The three Pauli matrices, indexed by the spatial directions x, y, z. -/
def pauli : Fin 3 → Matrix (Fin 2) (Fin 2) ℂ :=
  ![!![0, 1; 1, 0], !![0, -Complex.I; Complex.I, 0], !![1, 0; 0, -1]]

/-- The 3x3 matrix `R_ij = tr(σ_i U σ_j U†) / 2` induced by a spinor matrix `U`. -/
def spinRotation (U : Matrix (Fin 2) (Fin 2) ℂ) : Matrix (Fin 3) (Fin 3) ℂ :=
  Matrix.of fun i j => Matrix.trace (pauli i * U * pauli j * Uᴴ) / 2

/-- The spinor matrix `cos(θ/2) - i sin(θ/2) n·σ` with axis `n` and angle `θ`. -/
def spinor (n : Fin 3 → ℝ) (θ : ℝ) : Matrix (Fin 2) (Fin 2) ℂ :=
  (Real.cos (θ / 2) : ℂ) • (1 : Matrix (Fin 2) (Fin 2) ℂ)
    - (Complex.I * (Real.sin (θ / 2) : ℂ)) • ∑ k, (n k : ℂ) • pauli k

/-- The Pauli matrices are Hermitian. -/
theorem pauli_conjTranspose (i : Fin 3) : (pauli i)ᴴ = pauli i := by
  fin_cases i <;> ext a b <;> fin_cases a <;> fin_cases b <;> simp [pauli]

/-- Summing `σ_j M σ_j` over the three directions gives `2 tr(M) - M`. -/
theorem sum_pauli_mul_pauli (M : Matrix (Fin 2) (Fin 2) ℂ) :
    ∑ j, pauli j * M * pauli j
      = (2 * Matrix.trace M) • (1 : Matrix (Fin 2) (Fin 2) ℂ) - M := by
  rw [Fin.sum_univ_three]
  ext a b
  simp only [Matrix.add_apply, Matrix.sub_apply, Matrix.smul_apply, Matrix.mul_apply,
    Fin.sum_univ_two, Matrix.trace_fin_two]
  fin_cases a <;> fin_cases b <;> simp [pauli]
  all_goals (try ring_nf)
  all_goals (try simp only [Complex.I_sq])
  all_goals (try ring)

/-- For any 2x2 matrix `M`, the trace of the induced 3x3 matrix is
`|tr M|² - tr(M M†)/2`. -/
theorem trace_spinRotation (M : Matrix (Fin 2) (Fin 2) ℂ) :
    Matrix.trace (spinRotation M)
      = ((‖Matrix.trace M‖ ^ 2 : ℝ) : ℂ) - Matrix.trace (M * Mᴴ) / 2 := by
  have h1 : Matrix.trace (spinRotation M)
      = Matrix.trace ((∑ j, pauli j * M * pauli j) * Mᴴ) / 2 := by
    rw [Finset.sum_mul, Matrix.trace_sum, Finset.sum_div]
    rfl
  have h2 : Matrix.trace M * star (Matrix.trace M)
      = ((‖Matrix.trace M‖ ^ 2 : ℝ) : ℂ) := by
    have h := Complex.mul_conj (Matrix.trace M)
    rw [Complex.normSq_eq_norm_sq] at h
    exact h
  rw [h1, sum_pauli_mul_pauli, sub_mul, Matrix.trace_sub, smul_mul_assoc, one_mul,
    Matrix.trace_smul, Matrix.trace_conjTranspose, smul_eq_mul]
  linear_combination h2

/-- For every unitary `U`, the numbers `R_ij = tr(σ_i U σ_j U†)/2` are real and
the trace of `R` is `|tr U|² - 1`. -/
theorem spinRotation_real_and_trace {U : Matrix (Fin 2) (Fin 2) ℂ}
    (hU : U ∈ Matrix.unitaryGroup (Fin 2) ℂ) :
    (∀ i j, (spinRotation U i j).im = 0) ∧
      Matrix.trace (spinRotation U) = ((‖Matrix.trace U‖ ^ 2 - 1 : ℝ) : ℂ) := by
  constructor
  · intro i j
    -- conjugation reverses the product, and cyclicity restores it
    have h : star (Matrix.trace (pauli i * U * pauli j * Uᴴ))
        = Matrix.trace (pauli i * U * pauli j * Uᴴ) := by
      rw [← Matrix.trace_conjTranspose]
      simp only [Matrix.conjTranspose_mul, Matrix.conjTranspose_conjTranspose,
        pauli_conjTranspose]
      have e : U * (pauli j * (Uᴴ * pauli i)) = (U * pauli j * Uᴴ) * pauli i := by
        simp only [mul_assoc]
      rw [e, Matrix.trace_mul_comm]
      simp only [mul_assoc]
    have him := Complex.conj_eq_iff_im.mp h
    show (Matrix.trace (pauli i * U * pauli j * Uᴴ) / 2).im = 0
    rw [Complex.div_ofNat_im, him, zero_div]
  · have h : U * Uᴴ = 1 := Matrix.mem_unitaryGroup_iff.mp hU
    rw [trace_spinRotation, h, Matrix.trace_one, Fintype.card_fin]
    push_cast
    ring

/-- For unitary `U`, if the trace of `R` is `1 + 2 cos θ`, then the trace of `U` has modulus `2
|cos(θ/2)|`. -/
theorem norm_trace_eq_half_angle {U : Matrix (Fin 2) (Fin 2) ℂ}
    (hU : U ∈ Matrix.unitaryGroup (Fin 2) ℂ) (θ : ℝ)
    (h : Matrix.trace (spinRotation U) = ((1 + 2 * Real.cos θ : ℝ) : ℂ)) :
    ‖Matrix.trace U‖ = 2 * |Real.cos (θ / 2)| := by
  rw [(spinRotation_real_and_trace hU).2] at h
  have h' := Complex.ofReal_injective h
  have hc : Real.cos θ = 2 * Real.cos (θ / 2) ^ 2 - 1 := by
    rw [← Real.cos_two_mul]
    congr 1
    ring
  apply (sq_eq_sq₀ (norm_nonneg _) (by positivity)).mp
  rw [mul_pow, sq_abs]
  linarith

/-- For unitary `U`, `|tr U|²` plus twice the sum of the squared moduli of the entries of the
traceless part `U - tr(U)/2` is four. -/
theorem norm_trace_sum_rule {U : Matrix (Fin 2) (Fin 2) ℂ}
    (hU : U ∈ Matrix.unitaryGroup (Fin 2) ℂ) :
    ‖Matrix.trace U‖ ^ 2 + ‖U 0 0 - U 1 1‖ ^ 2 + 2 * ‖U 0 1‖ ^ 2 + 2 * ‖U 1 0‖ ^ 2
      = 4 := by
  have h := Matrix.mem_unitaryGroup_iff.mp hU
  -- the two rows of U are normalised
  have row : ∀ i, Complex.normSq (U i 0) + Complex.normSq (U i 1) = 1 := by
    intro i
    have hi := congrFun (congrFun h i) i
    simp only [Matrix.mul_apply, Fin.sum_univ_two, Matrix.star_apply,
      Matrix.one_apply_eq, Complex.star_def, Complex.mul_conj] at hi
    exact_mod_cast hi
  have h0 := row 0
  have h1 := row 1
  rw [Matrix.trace_fin_two]
  simp only [← Complex.normSq_eq_norm_sq, Complex.normSq_apply, Complex.add_re,
    Complex.add_im, Complex.sub_re, Complex.sub_im] at *
  linear_combination 2 * h0 + 2 * h1

/-- For unitary `U`, the trace of `R` equals three exactly when `U` is a multiple
of the identity. -/
theorem trace_eq_three_iff {U : Matrix (Fin 2) (Fin 2) ℂ}
    (hU : U ∈ Matrix.unitaryGroup (Fin 2) ℂ) :
    Matrix.trace (spinRotation U) = 3 ↔
      ∃ z : ℂ, U = z • (1 : Matrix (Fin 2) (Fin 2) ℂ) := by
  have d := norm_trace_sum_rule hU
  rw [(spinRotation_real_and_trace hU).2]
  constructor
  · intro h
    have h3 : ‖Matrix.trace U‖ ^ 2 - 1 = 3 := by exact_mod_cast h
    have p := sq_nonneg ‖U 0 0 - U 1 1‖
    have q := sq_nonneg ‖U 0 1‖
    have r := sq_nonneg ‖U 1 0‖
    have e1 : U 0 0 - U 1 1 = 0 :=
      norm_eq_zero.mp (pow_eq_zero_iff two_ne_zero |>.mp (by linarith))
    have e2 : U 0 1 = 0 :=
      norm_eq_zero.mp (pow_eq_zero_iff two_ne_zero |>.mp (by linarith))
    have e3 : U 1 0 = 0 :=
      norm_eq_zero.mp (pow_eq_zero_iff two_ne_zero |>.mp (by linarith))
    refine ⟨U 0 0, ?_⟩
    ext a b
    fin_cases a <;> fin_cases b <;> simp [e2, e3, (sub_eq_zero.mp e1).symm]
  · rintro ⟨z, hz⟩
    have e1 : U 0 0 - U 1 1 = 0 := by rw [hz]; simp
    have e2 : U 0 1 = 0 := by rw [hz]; simp
    have e3 : U 1 0 = 0 := by rw [hz]; simp
    rw [e1, e2, e3, norm_zero] at d
    have h4 : ‖Matrix.trace U‖ ^ 2 = 4 := by linarith
    rw [h4]
    norm_num

/-- The entries of `R` for the spinor matrix `w - i (x σ_x + y σ_y + z σ_z)` with
real `w, x, y, z`. -/
theorem spinRotation_quaternion (w x y z : ℝ) (i j : Fin 3) :
    spinRotation !![⟨w, -z⟩, ⟨-y, -x⟩; ⟨y, -x⟩, ⟨w, z⟩] i j =
      ((!![w^2 + x^2 - y^2 - z^2, 2 * (x*y - w*z), 2 * (x*z + w*y);
          2 * (x*y + w*z), w^2 - x^2 + y^2 - z^2, 2 * (y*z - w*x);
          2 * (x*z - w*y), 2 * (y*z + w*x), w^2 - x^2 - y^2 + z^2] i j : ℝ) : ℂ) := by
  fin_cases i <;> fin_cases j <;> apply Complex.ext <;>
    simp [spinRotation, pauli, Matrix.mul_apply, Fin.sum_univ_two,
      Matrix.trace_fin_two, -Complex.ofReal_pow] <;> ring

/-- For a unit axis `n`, the matrix `R` of `cos(θ/2) - i sin(θ/2) n·σ` acts on real
vectors by Rodrigues' formula for the angle `θ`, and its trace is `1 + 2 cos θ`. -/
theorem spinor_rodrigues (n a : Fin 3 → ℝ) (θ : ℝ) (hn : n ⬝ᵥ n = 1) :
    (spinRotation (spinor n θ) *ᵥ (fun j => (a j : ℂ)) = fun i =>
      ((Real.cos θ * a i + (1 - Real.cos θ) * (n ⬝ᵥ a) * n i
        + Real.sin θ * (n ⨯₃ a) i : ℝ) : ℂ)) ∧
    Matrix.trace (spinRotation (spinor n θ)) = ((1 + 2 * Real.cos θ : ℝ) : ℂ) := by
  have hcs := Real.cos_sq_add_sin_sq (θ / 2)
  have hc : Real.cos θ = Real.cos (θ / 2) ^ 2 - Real.sin (θ / 2) ^ 2 := by
    have h := Real.cos_two_mul (θ / 2)
    rw [show 2 * (θ / 2) = θ by ring] at h
    linarith
  have hs : Real.sin θ = 2 * Real.sin (θ / 2) * Real.cos (θ / 2) := by
    rw [← Real.sin_two_mul]
    congr 1
    ring
  rw [hc, hs]
  unfold spinor
  -- only c² + s² = 1 and |n|² = 1 matter from here on
  generalize Real.cos (θ / 2) = c at *
  generalize Real.sin (θ / 2) = s at *
  have hq : (c : ℂ) • (1 : Matrix (Fin 2) (Fin 2) ℂ)
      - (Complex.I * (s : ℂ)) • ∑ k, (n k : ℂ) • pauli k
      = !![⟨c, -(s * n 2)⟩, ⟨-(s * n 1), -(s * n 0)⟩;
          ⟨s * n 1, -(s * n 0)⟩, ⟨c, s * n 2⟩] := by
    rw [Fin.sum_univ_three]
    ext i j
    fin_cases i <;> fin_cases j <;> apply Complex.ext <;> simp [pauli]
  simp only [dotProduct, Fin.sum_univ_three] at hn
  rw [hq]
  constructor
  · ext i
    simp only [Matrix.mulVec, dotProduct, Fin.sum_univ_three, spinRotation_quaternion,
      ← Complex.ofReal_mul, ← Complex.ofReal_add]
    rw [Complex.ofReal_inj]
    fin_cases i <;> simp [cross_apply]
    · linear_combination (-(a 0 * s^2)) * hn
        + (n 0 * a 0 + n 1 * a 1 + n 2 * a 2) * n 0 * hcs
    · linear_combination (-(a 1 * s^2)) * hn
        + (n 0 * a 0 + n 1 * a 1 + n 2 * a 2) * n 1 * hcs
    · linear_combination (-(a 2 * s^2)) * hn
        + (n 0 * a 0 + n 1 * a 1 + n 2 * a 2) * n 2 * hcs
  · simp only [Matrix.trace, Matrix.diag_apply, Fin.sum_univ_three,
      spinRotation_quaternion, ← Complex.ofReal_add]
    rw [Complex.ofReal_inj]
    simp
    linear_combination hcs - s^2 * hn

end

end SpinorTraceRotationAngle
```

```lean
#print axioms SpinorTraceRotationAngle.spinRotation_real_and_trace
#print axioms SpinorTraceRotationAngle.norm_trace_eq_half_angle
#print axioms SpinorTraceRotationAngle.trace_eq_three_iff
#print axioms SpinorTraceRotationAngle.spinor_rodrigues
```

```
'SpinorTraceRotationAngle.spinRotation_real_and_trace' depends on axioms: [propext, Classical.choice, Quot.sound]
'SpinorTraceRotationAngle.norm_trace_eq_half_angle' depends on axioms: [propext, Classical.choice, Quot.sound]
'SpinorTraceRotationAngle.trace_eq_three_iff' depends on axioms: [propext, Classical.choice, Quot.sound]
'SpinorTraceRotationAngle.spinor_rodrigues' depends on axioms: [propext, Classical.choice, Quot.sound]
```

## From a spinor matrix to a matrix on space

The indices i and j take the values 0, 1, 2 for the directions x, y, z, and σ_i is the corresponding Pauli matrix, `pauli i` in the file. The dagger is written `ᴴ`. The induced matrix is

R_ij = tr(σ_i U σ_j U†)/2,

which is `spinRotation U`. Its physical content is the change of a spin's direction. If a normalised spin state ψ becomes Uψ, each expectation value ⟨σ_i⟩ becomes Σ_j R_ij ⟨σ_j⟩, because U†σ_i U is traceless and has the components R_ij in the Pauli basis.

The entries of `spinRotation U` are complex numbers by definition, so their reality has to be proved. The main theorem, `spinRotation_real_and_trace`, takes any U in `Matrix.unitaryGroup (Fin 2) ℂ`, that is, in U(2) and not only in SU(2). It states that every R_ij has imaginary part zero and that

tr R = |tr U|² − 1.

An overall phase of U drops out of both sides.

The angle enters in two ways. In `norm_trace_eq_half_angle`, θ is any real number that satisfies tr R = 1 + 2 cos θ, and the conclusion is

|tr U| = 2 |cos(θ/2)|.

That this θ is a rotation angle in space comes from `spinor_rodrigues`, together with the standard fact, not proved here, that every 2×2 unitary matrix is a phase times a matrix of the explicit form

`spinor n θ` = cos(θ/2) − i sin(θ/2) n·σ

for a real axis n with n·n = 1. Its R acts on a real vector a as the right-handed rotation by θ about n, and has trace 1 + 2 cos θ.

Finally, `trace_eq_three_iff` says that tr R = 3 exactly when U is a multiple of the identity. Within SU(2) the only such multiples are 1 and −1, the pair behind the name "double cover". The file does not prove that U ↦ R respects products. That every rotation is reached follows from `spinor_rodrigues` only with two further facts not proved here: every spatial rotation has an axis, and `spinor n θ` is in SU(2) for a unit axis.

For a single spin ½ under a unitary operation, the relation gives the rotation angle of a one-qubit gate, or of the spin part of a symmetry operation on two-component orbitals, without first fixing the phase of U. It gives neither the axis nor the sense of rotation, and antiunitary operations such as time reversal are not included.

## Why R is real

Complex conjugation of a trace is the trace of the adjoint. Since the Pauli matrices are Hermitian (`pauli_conjTranspose`),

(σ_i U σ_j U†)† = U σ_j U† σ_i.

Moving σ_i to the front under the trace restores the original product, so the trace equals its own conjugate and is real. The first half of the main proof follows these steps: `Matrix.trace_conjTranspose` supplies the conjugation and `Matrix.trace_mul_comm` the cyclic move. Unitarity is not used here.

## Why the trace is |tr U|² − 1

Write an arbitrary 2×2 matrix as M = m + Σ_k m_k σ_k, with complex numbers m and m_k, so that tr M = 2m. Each σ_j squares to 1, which gives Σ_j σ_j σ_j = 3. In Σ_j σ_j σ_k σ_j, the term j = k gives σ_k and each of the other two gives −σ_k, by anticommutation. Hence

Σ_j σ_j M σ_j = 3m − Σ_k m_k σ_k = 4m − M = 2 tr(M) − M.

The lemma `sum_pauli_mul_pauli` proves the same identity by comparing the four matrix entries. Inserting it into the trace of R gives, for any M,

tr R = tr((2 tr(M) − M) M†)/2 = |tr M|² − tr(M M†)/2.

This is `trace_spinRotation`. For unitary U, U U† = 1 and tr(1)/2 = 1, which completes the main theorem.

If also tr R = 1 + 2 cos θ, then

|tr U|² = 2 + 2 cos θ = 4 cos²(θ/2).

Both |tr U| and 2 |cos(θ/2)| are non-negative, so their equality follows from that of their squares. The Lean proof takes this last step with `sq_eq_sq₀`.

## Why θ is the spatial angle

Set w = cos(θ/2) and v = sin(θ/2) n, so that the spinor matrix is w − i v·σ. For a real vector a,

(w − i v·σ)(a·σ)(w + i v·σ) = w² a·σ − i w [v·σ, a·σ] + (v·σ)(a·σ)(v·σ).

The products of Pauli matrices give

[v·σ, a·σ] = 2i (v × a)·σ,

(v·σ)(a·σ)(v·σ) = 2 (v·a) v·σ − (v·v) a·σ.

Reading off the coefficients of the Pauli matrices,

R a = (w² − v·v) a + 2 (v·a) v + 2w v × a.

With n·n = 1 and the double-angle formulas this becomes Rodrigues' formula:

R a = cos θ a + (1 − cos θ)(n·a) n + sin θ n × a.

For the trace, the three terms of R a contribute 3(w² − v·v), 2 v·v and 0, so

tr R = 3w² − v·v = 3 cos²(θ/2) − sin²(θ/2) = 1 + 2 cos θ.

In the file, `spinRotation_quaternion` computes the nine entries of R for real w, x, y, z, where (x, y, z) is v. The proof of `spinor_rodrigues` then puts `spinor n θ` into that form. It replaces the cosine and sine of θ/2 by numbers c and s, keeping c² + s² = 1, and the `linear_combination` steps combine this relation with n·n = 1.

## When the trace reaches three

The sum rule `norm_trace_sum_rule` accounts for the weight that the trace leaves out:

|tr U|² + |U_00 − U_11|² + 2|U_01|² + 2|U_10|² = 4.

To derive it, expand the first two terms:

|U_00 + U_11|² + |U_00 − U_11|² = 2|U_00|² + 2|U_11|².

The left side of the sum rule is therefore twice the sum of the squared norms of the two rows. Each row of a unitary matrix has norm 1, so the total is 4.

If tr R = 3, then |tr U|² = 4 and the other three terms, all non-negative, must vanish. The off-diagonal entries are then zero and the diagonal entries equal, so U = U_00 · 1. Conversely, if U is a multiple of the identity, those three terms are zero, so |tr U|² = 4 and tr R = 3. The two directions of `trace_eq_three_iff` are these two arguments.

## A quarter turn about z

Take n = (0, 0, 1) and θ = π/2. The spinor matrix is diagonal, with entries (1 − i)/√2 and (1 + i)/√2, so tr U = √2 and

|tr U|² − 1 = 1.

The induced matrix has the rows

(0, −1, 0)
(1, 0, 0)
(0, 0, 1)

and its trace is also 1, as 1 + 2 cos(π/2) requires. The half-angle form agrees, since 2 |cos(π/4)| = √2. Multiplying U by i changes its trace to i√2 but leaves the modulus, and R, as they were.

## Without unitarity or a unit axis

The matrix M = 2 · 1 is not unitary. Its induced matrix is four times the 3×3 identity, with trace 12, whereas |tr M|² − 1 = 15. The general formula gives the correct value, 16 − 8/2 = 12.

The condition n·n = 1 is needed for the angle. With n = 0 and θ = π, the matrix `spinor n θ` is zero, so R is zero and has trace 0, while 1 + 2 cos π = −1.
